# The Landé interval rule with a quadratic coupling term

## Physical setting

Take two spins one half, $\mathbf L$ and $\mathbf S$, with $\hbar=1$ and $H=A\,\mathbf L\cdot\mathbf S+4B(\mathbf L\cdot\mathbf S)^2$ for real constants $A$, $B$. The operator $\mathbf L\cdot\mathbf S$ equals $-3/4$ on the singlet $(\uparrow\downarrow-\downarrow\uparrow)/\sqrt2$ (total quantum number $J=0$) and $1/4$ on $\uparrow\uparrow$ ($J=1$). The energies are $-3A/4+9B/4$ and $A/4+B/4$, so the interval is $A-2B$. A ratio needs three levels. For quantum numbers $l=s=1$ the energies at $J=0,1,2$ are $-2A+16B$, $-A+4B$, $A+4B$, and the intervals $A-12B$ and $2A$ obey $E(2)-E(1)=2(E(1)-E(0))$ only if $B=0$. The Landé interval rule says that, within one $LS$ term, the interval between the levels $J$ and $J-1$ is proportional to $J$. For fine structure described by this two-parameter effective Hamiltonian, the ratio of two intervals tests the rule, and their sizes give $B$.

## Statement

Let $K(J)=J(J+1)-c$, $E(J)=AK/2+BK^2$ and $\Delta(J)=E(J)-E(J-1)$, for real $c$ and $J$.

1. $\Delta(J)=J\,(A+4B(J^2-c))$ (`interval_eq`). With $c=l(l+1)+s(s+1)$ this is also the difference of the eigenvalues of $H$ on nonzero coupled states with quantum numbers $j$ and $j-1$ (`spectral_interval`).
2. For distinct positive $J,J'$, $J'\Delta(J)=J\Delta(J')$ exactly when $B=0$ (`lande_rule_iff`); likewise $E(2)-E(1)=2(E(1)-E(0))$ exactly when $B=0$, for every $c$ (`two_to_one_iff`).
3. Two intervals at nonzero $J,J'$ with $J^2\ne J'^2$ give $B$, and $A$ once $c$ is known (`constants_from_intervals`).
4. For $B=0$, $s=m/2$ with $m$ natural and $c=l(l+1)+s(s+1)$, the sum of $(2J+1)E(J)$ over $J=l-s+k$, $k=0,\dots,m$, vanishes (`centre_of_gravity`).

## Derivation

If $L_iS_i=S_iL_i$, then $(L_i+S_i)^2=L_i^2+S_i^2+2L_iS_i$, and summing over $i$ gives $(\mathbf L+\mathbf S)^2=\mathbf L^2+\mathbf S^2+2\,\mathbf L\cdot\mathbf S$. On a state $\psi$ where the three squares equal $j(j+1)$, $l(l+1)$, $s(s+1)$, this yields $\mathbf L\cdot\mathbf S\,\psi=\tfrac12K(j)\psi$. Applying it twice gives $(\mathbf L\cdot\mathbf S)^2\psi=\tfrac14K^2\psi$, so $H\psi=E(j)\psi$; the factor 4 in $H$ cancels the $\tfrac14$.

Since $K(J)-K(J-1)=2J$ and $K(J)+K(J-1)=2(J^2-c)$,
$$\Delta(J)=\tfrac A2\,2J+B\cdot 2J\cdot 2(J^2-c)=J\,(A+4B(J^2-c)).$$
In the cross-multiplied ratio $A$ and $c$ cancel:
$$J'\Delta(J)-J\Delta(J')=4JJ'(J+J')(J-J')\,B .$$
The prefactor is nonzero for distinct positive $J,J'$, and it is $24$ for $J=2$, $J'=1$.

The reduced interval $\delta(J)=\Delta(J)/J=A+4B(J^2-c)$ is a straight line in $J^2$, so
$$B=\frac{\delta(J)-\delta(J')}{4(J^2-J'^2)},\qquad A=\frac{(J^2-c)\,\delta(J')-(J'^2-c)\,\delta(J)}{J^2-J'^2}.$$

For the weighted sum put $F(x)=x^2(x^2-1)/2-cx^2$. Then $F(J+1)-F(J)=(2J+1)K(J)$, and the sum telescopes to $\tfrac A2[F(l+s+1)-F(l-s)]$. With $u=(l+s+1)^2$ and $v=(l-s)^2$ the bracket is $(u-v)\,[(u+v-1)/2-c]$, which vanishes because $u+v-1=2c$.

## What the formal version assumes

`casimir`, `landeK`, `level` and `interval` are $j(j+1)$, $K$, $E$ and $\Delta$. `L` and `S` are triples of complex square matrices over a finite index type `n`, with $i=0,1,2$ for $x,y,z$, and `dot L S` is $\sum_iL_iS_i$. The only operator hypothesis is `hc`, commutation of matching components. Hermiticity and the angular momentum commutation relations are not imposed, so eigenvalues are taken complex, and `spectral_interval` shows that their difference is real.

`IsCoupled` states the three eigenvalue equations with real $l,s,j$. Existence of such states, the allowed values of $j$ and the degeneracy $2J+1$ are not derived: in `centre_of_gravity` the range and weights are written into the sum, and the range is the physical one for $l\ge s$. The form of $H$, with the same $A$ and $B$ for all levels, is also an input. The Landé rule is therefore characterised inside this family of Hamiltonians, with no reduction from a microscopic spin–orbit interaction.

The explicit model is the two-spin case: `spinOne` and `spinTwo` are $4\times4$ matrices in the basis $\uparrow\uparrow,\uparrow\downarrow,\downarrow\uparrow,\downarrow\downarrow$, and the singlet appears unnormalised as `![0, 1, -1, 0]`, of norm $\sqrt2$. The case $l=s=1$ enters only through `level`.

One could instead have taken $\mathbf L$ and $\mathbf S$ as irreducible representations on the two factors of a tensor product. The values $j=|l-s|,\dots,l+s$ and their multiplicities would then be results, and item 4 would read $\operatorname{tr}\mathbf L\cdot\mathbf S=\sum_i\operatorname{tr}L_i\,\operatorname{tr}S_i=0$, at the cost of building ladder operators. That version has not been formalised in the file below.

In Lean 4 with Mathlib:

```lean
import Mathlib

open Matrix

namespace LandeInterval

noncomputable section

/-- The value `j (j + 1)` of a squared angular momentum with quantum number `j`. -/
def casimir (j : ℝ) : ℝ := j * (j + 1)

/-- The coupling number `K(J) = J (J + 1) - c`. -/
def landeK (c J : ℝ) : ℝ := casimir J - c

/-- The level energy `E(J) = A K / 2 + B K ^ 2`. -/
def level (A B c J : ℝ) : ℝ := A * landeK c J / 2 + B * landeK c J ^ 2

/-- The interval `E(J) - E(J - 1)` between neighbouring levels. -/
def interval (A B c J : ℝ) : ℝ := level A B c J - level A B c (J - 1)

variable {n : Type*} [Fintype n]

/-- The scalar product `L · S` of two vector operators. -/
def dot (L S : Fin 3 → Matrix n n ℂ) : Matrix n n ℂ := ∑ i, L i * S i

/-- The coupling Hamiltonian `A L·S + 4 B (L·S)²`. -/
def hamiltonian (A B : ℝ) (L S : Fin 3 → Matrix n n ℂ) : Matrix n n ℂ :=
  (A : ℂ) • dot L S + (4 * (B : ℂ)) • (dot L S * dot L S)

/-- On the state `ψ` the operators `L²`, `S²` and `(L + S)²` act as
`l (l + 1)`, `s (s + 1)` and `j (j + 1)`. -/
def IsCoupled (L S : Fin 3 → Matrix n n ℂ) (l s j : ℝ) (ψ : n → ℂ) : Prop :=
  dot L L *ᵥ ψ = (casimir l : ℂ) • ψ ∧ dot S S *ᵥ ψ = (casimir s : ℂ) • ψ ∧
    dot (L + S) (L + S) *ᵥ ψ = (casimir j : ℂ) • ψ

/-- If matching components of `L` and `S` commute, `(L + S)² = L² + S² + 2 L·S`. -/
theorem dot_total (L S : Fin 3 → Matrix n n ℂ) (hc : ∀ i, L i * S i = S i * L i) :
    dot (L + S) (L + S) = dot L L + dot S S + (2 : ℂ) • dot L S := by
  simp only [dot, two_smul, ← Finset.sum_add_distrib, Pi.add_apply]
  refine Finset.sum_congr rfl fun i _ => ?_
  rw [add_mul, mul_add, mul_add, ← hc i]
  abel

/-- On a coupled state `L·S` acts as `K(j) / 2` with `c = l (l + 1) + s (s + 1)`. -/
theorem coupling_eigen (L S : Fin 3 → Matrix n n ℂ) (hc : ∀ i, L i * S i = S i * L i)
    (l s j : ℝ) (ψ : n → ℂ) (hψ : IsCoupled L S l s j ψ) :
    dot L S *ᵥ ψ = ((landeK (casimir l + casimir s) j / 2 : ℝ) : ℂ) • ψ := by
  obtain ⟨hL, hS, hJ⟩ := hψ
  -- apply the operator identity for (L + S)² to the state
  rw [dot_total L S hc, two_smul, Matrix.add_mulVec, Matrix.add_mulVec, Matrix.add_mulVec,
    hL, hS] at hJ
  ext i
  have hi := congrFun hJ i
  simp only [Pi.add_apply, Pi.smul_apply, smul_eq_mul] at hi ⊢
  unfold landeK
  push_cast
  linear_combination (1 / 2 : ℂ) * hi

/-- On a coupled state the Hamiltonian acts as `E(j)` with `c = l (l + 1) + s (s + 1)`. -/
theorem hamiltonian_eigen (A B : ℝ) (L S : Fin 3 → Matrix n n ℂ)
    (hc : ∀ i, L i * S i = S i * L i) (l s j : ℝ) (ψ : n → ℂ)
    (hψ : IsCoupled L S l s j ψ) :
    hamiltonian A B L S *ᵥ ψ = (level A B (casimir l + casimir s) j : ℂ) • ψ := by
  have h := coupling_eigen L S hc l s j ψ hψ
  have hs : ∀ (a : ℂ) (M : Matrix n n ℂ), (a • M) *ᵥ ψ = a • (M *ᵥ ψ) := by
    intro a M
    ext i
    simp [Matrix.mulVec, dotProduct, Finset.mul_sum, mul_assoc]
  unfold hamiltonian
  -- L·S acts once in the linear term and twice in the quadratic term
  rw [Matrix.add_mulVec, hs, hs, ← Matrix.mulVec_mulVec, h, Matrix.mulVec_smul, h]
  ext i
  simp only [Pi.add_apply, Pi.smul_apply, smul_eq_mul, level]
  push_cast
  ring

/-- The interval between neighbouring levels is `J (A + 4 B (J² - c))`. -/
theorem interval_eq (A B c J : ℝ) :
    interval A B c J = J * (A + 4 * B * (J ^ 2 - c)) := by
  unfold interval level landeK casimir
  ring

/-- The energies `E`, `E'` of nonzero coupled states with total quantum numbers `j` and
`j - 1` differ by `j (A + 4 B (j² - c))` with `c = l (l + 1) + s (s + 1)`. -/
theorem spectral_interval (A B : ℝ) (L S : Fin 3 → Matrix n n ℂ)
    (hc : ∀ i, L i * S i = S i * L i) (l s j : ℝ) (ψ φ : n → ℂ) (E E' : ℂ)
    (hψ0 : ψ ≠ 0) (hφ0 : φ ≠ 0)
    (hψ : IsCoupled L S l s j ψ) (hφ : IsCoupled L S l s (j - 1) φ)
    (hE : hamiltonian A B L S *ᵥ ψ = E • ψ) (hE' : hamiltonian A B L S *ᵥ φ = E' • φ) :
    E - E' = ((j * (A + 4 * B * (j ^ 2 - (casimir l + casimir s))) : ℝ) : ℂ) := by
  -- the eigenvalue on a nonzero vector is unique
  have key : ∀ (χ : n → ℂ) (x y : ℂ), χ ≠ 0 → x • χ = y • χ → x = y := by
    intro χ x y hχ hxy
    obtain ⟨i, hi⟩ := Function.ne_iff.mp hχ
    have hi' : χ i ≠ 0 := hi
    have h' : x * χ i = y * χ i := congrFun hxy i
    exact mul_right_cancel₀ hi' h'
  have e1 := key ψ _ _ hψ0 (hE.symm.trans (hamiltonian_eigen A B L S hc l s j ψ hψ))
  have e2 := key φ _ _ hφ0 (hE'.symm.trans (hamiltonian_eigen A B L S hc l s (j - 1) φ hφ))
  rw [e1, e2, ← interval_eq A B (casimir l + casimir s) j]
  unfold interval
  exact (Complex.ofReal_sub _ _).symm

/-- For distinct positive `J` and `J'` the two intervals are in the ratio `J : J'` of the
Landé interval rule exactly when `B = 0`. -/
theorem lande_rule_iff (A B c J J' : ℝ) (hJ : 0 < J) (hJ' : 0 < J') (hne : J ≠ J') :
    J' * interval A B c J = J * interval A B c J' ↔ B = 0 := by
  simp only [interval_eq]
  constructor
  · intro h
    -- the defect of the rule is a nonzero multiple of B
    have h0 : (4 * J * J' * (J + J') * (J - J')) * B = 0 := by linear_combination h
    have hpos : 0 < 4 * J * J' * (J + J') := by positivity
    exact (mul_eq_zero.mp h0).resolve_left (mul_ne_zero hpos.ne' (sub_ne_zero.mpr hne))
  · intro h
    rw [h]
    ring

/-- `E(2) - E(1) = 2 (E(1) - E(0))` holds exactly when `B = 0`. -/
theorem two_to_one_iff (A B c : ℝ) :
    level A B c 2 - level A B c 1 = 2 * (level A B c 1 - level A B c 0) ↔ B = 0 := by
  unfold level landeK casimir
  constructor
  · intro h
    linear_combination (1 / 24 : ℝ) * h
  · intro h
    linear_combination 24 * h

/-- The constants `B` and `A` in terms of the intervals at two nonzero values `J`, `J'`
with different squares. -/
theorem constants_from_intervals (A B c J J' : ℝ) (hJ : J ≠ 0) (hJ' : J' ≠ 0)
    (hne : J ^ 2 ≠ J' ^ 2) :
    B = (interval A B c J / J - interval A B c J' / J') / (4 * (J ^ 2 - J' ^ 2)) ∧
      A = ((J ^ 2 - c) * (interval A B c J' / J') - (J' ^ 2 - c) * (interval A B c J / J))
        / (J ^ 2 - J' ^ 2) := by
  -- the reduced intervals are linear in J²
  have e1 : interval A B c J / J = A + 4 * B * (J ^ 2 - c) := by
    rw [div_eq_iff hJ, interval_eq]
    ring
  have e2 : interval A B c J' / J' = A + 4 * B * (J' ^ 2 - c) := by
    rw [div_eq_iff hJ', interval_eq]
    ring
  have hd : J ^ 2 - J' ^ 2 ≠ 0 := sub_ne_zero.mpr hne
  have hd4 : 4 * (J ^ 2 - J' ^ 2) ≠ 0 := mul_ne_zero (by norm_num) hd
  rw [e1, e2]
  constructor
  · rw [eq_div_iff hd4]
    ring
  · rw [eq_div_iff hd]
    ring

/-- For `B = 0`, `s = m / 2` and `c = l (l + 1) + s (s + 1)`, the levels
`J = l - s, …, l + s` weighted by `2 J + 1` sum to zero. -/
theorem centre_of_gravity (A l : ℝ) (m : ℕ) :
    ∑ k ∈ Finset.range (m + 1), (2 * (l - (m : ℝ) / 2 + (k : ℝ)) + 1) *
      level A 0 (casimir l + casimir ((m : ℝ) / 2)) (l - (m : ℝ) / 2 + (k : ℝ)) = 0 := by
  -- the weighted sum telescopes
  have h : ∀ (a c : ℝ) (p : ℕ),
      ∑ k ∈ Finset.range p, (2 * (a + (k : ℝ)) + 1) * level A 0 c (a + (k : ℝ)) =
        A / 2 * (((a + p) ^ 2 * ((a + p) ^ 2 - 1) / 2 - c * (a + p) ^ 2)
          - (a ^ 2 * (a ^ 2 - 1) / 2 - c * a ^ 2)) := by
    intro a c p
    induction p with
    | zero => simp
    | succ p ih =>
      rw [Finset.sum_range_succ, ih]
      unfold level landeK casimir
      push_cast
      ring
  rw [h (l - (m : ℝ) / 2) _ (m + 1)]
  unfold casimir
  push_cast
  ring

/-- The spin components of the first of two spins one half. -/
def spinOne : Fin 3 → Matrix (Fin 4) (Fin 4) ℂ :=
  ![!![0, 0, 1 / 2, 0; 0, 0, 0, 1 / 2; 1 / 2, 0, 0, 0; 0, 1 / 2, 0, 0],
    !![0, 0, -(Complex.I / 2), 0; 0, 0, 0, -(Complex.I / 2);
      Complex.I / 2, 0, 0, 0; 0, Complex.I / 2, 0, 0],
    !![1 / 2, 0, 0, 0; 0, 1 / 2, 0, 0; 0, 0, -(1 / 2), 0; 0, 0, 0, -(1 / 2)]]

/-- The spin components of the second of two spins one half. -/
def spinTwo : Fin 3 → Matrix (Fin 4) (Fin 4) ℂ :=
  ![!![0, 1 / 2, 0, 0; 1 / 2, 0, 0, 0; 0, 0, 0, 1 / 2; 0, 0, 1 / 2, 0],
    !![0, -(Complex.I / 2), 0, 0; Complex.I / 2, 0, 0, 0;
      0, 0, 0, -(Complex.I / 2); 0, 0, Complex.I / 2, 0],
    !![1 / 2, 0, 0, 0; 0, -(1 / 2), 0, 0; 0, 0, 1 / 2, 0; 0, 0, 0, -(1 / 2)]]

set_option maxHeartbeats 400000 in
/-- Matching components of the two spins one half commute. -/
theorem commute_witness (i : Fin 3) : spinOne i * spinTwo i = spinTwo i * spinOne i := by
  ext a b
  simp only [Matrix.mul_apply, Fin.sum_univ_four]
  fin_cases i <;> fin_cases a <;> fin_cases b <;> simp [spinOne, spinTwo]

set_option maxHeartbeats 400000 in
/-- The vector `(0, 1, -1, 0)` is a coupled state of two spins one half with `j = 0`. -/
theorem coupled_zero_witness :
    IsCoupled spinOne spinTwo (1 / 2) (1 / 2) 0 ![0, 1, -1, 0] := by
  unfold IsCoupled
  refine ⟨?_, ?_, ?_⟩
  all_goals
    ext a
    simp only [dot, Matrix.mulVec, dotProduct, Matrix.add_apply, Matrix.mul_apply,
      Pi.add_apply, Fin.sum_univ_three, Fin.sum_univ_four, Pi.smul_apply, smul_eq_mul]
    fin_cases a <;> simp [spinOne, spinTwo, casimir]
  all_goals
    first
      | ring1
      | norm_num [Complex.ext_iff]

set_option maxHeartbeats 400000 in
/-- The vector `(1, 0, 0, 0)` is a coupled state of two spins one half with `j = 1`. -/
theorem coupled_one_witness :
    IsCoupled spinOne spinTwo (1 / 2) (1 / 2) 1 ![1, 0, 0, 0] := by
  unfold IsCoupled
  refine ⟨?_, ?_, ?_⟩
  all_goals
    ext a
    simp only [dot, Matrix.mulVec, dotProduct, Matrix.add_apply, Matrix.mul_apply,
      Pi.add_apply, Fin.sum_univ_three, Fin.sum_univ_four, Pi.smul_apply, smul_eq_mul]
    fin_cases a <;> simp [spinOne, spinTwo, casimir]
  all_goals
    first
      | ring1
      | norm_num [Complex.ext_iff]

end

end LandeInterval
```

```lean
#print axioms LandeInterval.spectral_interval
#print axioms LandeInterval.lande_rule_iff
#print axioms LandeInterval.constants_from_intervals
#print axioms LandeInterval.centre_of_gravity
```

```
'LandeInterval.spectral_interval' depends on axioms: [propext, Classical.choice, Quot.sound]
'LandeInterval.lande_rule_iff' depends on axioms: [propext, Classical.choice, Quot.sound]
'LandeInterval.constants_from_intervals' depends on axioms: [propext, Classical.choice, Quot.sound]
'LandeInterval.centre_of_gravity' depends on axioms: [propext, Classical.choice, Quot.sound]
```

## Notes on the proof

`dot_total` expands each $(L_i+S_i)^2$ and uses `← hc i` to turn $S_iL_i$ into $L_iS_i$. `coupling_eigen` applies this to $\psi$, substitutes the eigenvalues and halves the resulting equation componentwise. `hamiltonian_eigen` rewrites with that result once in the linear term and twice in the quadratic term. In `spectral_interval`, `key` cancels a nonzero component to show that an eigenvalue on a nonzero vector is unique, so $E$ and $E'$ equal the two levels and `interval_eq` supplies their difference.

In `lande_rule_iff`, `h0` is the defect formula, and `hpos` with $J\ne J'$ removes the prefactor. `two_to_one_iff` divides or multiplies by the defect coefficient $24$. In `constants_from_intervals`, `e1` and `e2` are the reduced intervals. `centre_of_gravity` proves the telescoped form by induction on the number of terms `p` from an arbitrary start `a`, then sets $a=l-m/2$, $p=m+1$. `commute_witness`, `coupled_zero_witness` and `coupled_one_witness` check, entry by entry, `hc` and `IsCoupled` for the two spins at $j=0$ and $j=1$.
